# Only a uniform background neutralizes a periodic mesh charge and keeps every Fourier component at nonzero wave vector

Take a periodic mesh with two points carrying the charges $\rho(0)$ and $\rho(1)$. It has two Fourier components, the sum $\rho(0)+\rho(1)$ at $k=0$ and the difference $\rho(0)-\rho(1)$ at $k=1$. Suppose that $\rho'$ has zero sum and the same difference as $\rho$. Two linear equations then fix two unknowns:

$$\rho'(0)=\tfrac12\big(\rho(0)-\rho(1)\big)=\rho(0)-\tfrac12\big(\rho(0)+\rho(1)\big),\qquad \rho'(1)=\rho(1)-\tfrac12\big(\rho(0)+\rho(1)\big).$$

The same amount, the mean charge, has been subtracted at both points. On a larger mesh the components also determine the density, and the answer has the same form.

## The identity for $N^d$ mesh points

Let the mesh have $N\ge 1$ points along each of $d$ axes. Mesh points $j$ and wave vectors $k$ are both lists of $d$ integers modulo $N$, with $k\cdot j=\sum_a k_a j_a$. Let $\rho(j)$ be the complex charge at point $j$, and define

$$w_k(j)=e^{2\pi i\,k\cdot j/N},\qquad \hat\rho(k)=\sum_j w_k(-j)\,\rho(j),\qquad Q=\sum_j\rho(j).$$

Then, for any $\rho$ and $\rho'$,

$$\hat\rho'(0)=0\ \text{ and }\ \hat\rho'(k)=\hat\rho(k)\ \text{for all } k\neq0
\quad\Longleftrightarrow\quad \rho'(j)=\rho(j)-\frac{Q}{N^d}\ \text{for all } j.$$

## Zeroing the $k=0$ term in a Poisson solver

A Fourier-based periodic Poisson solver on a mesh multiplies each $\hat\rho(k)$ by an influence function, and for a charged cell it commonly sets the $k=0$ term to zero. Its output then depends only on the components at $k\neq0$, so it is the potential of a neutral density with those components. The identity says which density that is: the original one plus a uniform compensating charge. This bears on charged cells in Ewald-type simulations and plane-wave electronic structure, within the limits of a finite mesh and a statement about densities, not energies.

It also gives a test for a code: subtracting the mean before the transform and zeroing the $k=0$ component after it must agree up to rounding.

## From plane-wave sums to the background

**Plane-wave sums.** Let $S(j)=\sum_k w_k(j)$. At $j=0$ every term is 1, so $S(0)=N^d$. If $j\neq0$, some coordinate $j_a$ is nonzero. Let $e_a$ be the unit wave vector along axis $a$. Replacing $k$ by $k+e_a$ only permutes the terms, and it multiplies each of them by $e^{2\pi i j_a/N}$. Hence

$$\big(e^{2\pi i j_a/N}-1\big)\,S(j)=0 .$$

The phase is not 1, because $j_a\neq0$ modulo $N$, so $S(j)=0$. Since $w_k(j)=w_j(k)$, and $j\mapsto -j$ permutes the mesh, $\sum_j w_k(-j)$ is likewise $N^d$ for $k=0$ and zero otherwise.

**Inversion.** Inserting the definition of $\hat\rho$ and exchanging the sums gives

$$\sum_k w_k(j)\hat\rho(k)=\sum_i\Big(\sum_k w_k(j-i)\Big)\rho(i)=N^d\rho(j).$$

Two densities with equal components are therefore equal.

**Neutralization.** Let $\tilde\rho(j)=\rho(j)-Q/N^d$. Then

$$\hat{\tilde\rho}(k)=\hat\rho(k)-\frac{Q}{N^d}\sum_j w_k(-j).$$

For $k\neq0$ the last sum vanishes and the component is unchanged. For $k=0$ the result is $Q-Q=0$.

**Equivalence.** If $\rho'$ meets the two conditions on the left, it has the same components as $\tilde\rho$, and inversion gives $\rho'=\tilde\rho$. Conversely, the neutralization step shows that $\tilde\rho$ meets them.

**Uniform densities.** Suppose that $b$ has no component at any $k\neq0$. The zero density is neutral and shares those components, so the equivalence gives $0=b(j)-\frac1{N^d}\sum_i b(i)$, and $b$ is constant. Conversely, a constant density has no such components, by the plane-wave sum.

**Distance to neutral densities.** Let $\sigma$ be neutral, $u=\tilde\rho-\sigma$ and $c=Q/N^d$. Then $\rho-\sigma=u+c$ and $\sum_j u(j)=0$. Expanding the square,

$$\sum_j|\rho(j)-\sigma(j)|^2=\sum_j|u(j)|^2+N^d|c|^2+2\,\mathrm{Re}\Big(\bar c\sum_j u(j)\Big)=\sum_j|\tilde\rho(j)-\sigma(j)|^2+\frac{|Q|^2}{N^d}.$$

The first term on the right is smallest, namely zero, exactly when $\sigma=\tilde\rho$. The uniform background is thus also the least-squares smallest change that makes the cell neutral.

## Two-point counterexamples

Take $N=2$, $d=1$ and $\rho=(1,0)$, for which $\tilde\rho=(\tfrac12,-\tfrac12)$.

- Without the condition at $k=0$, $\rho'=\rho$ qualifies, and it is still charged.
- Without agreement at $k\neq0$, $\rho'=(0,0)$ qualifies. It is neutral, but the charge distribution has been erased.
- Without neutrality of $\sigma$, the distance identity fails: for $\sigma=\rho$ the left side is 0 and the right side is $\tfrac12+\tfrac12=1$.

## The Lean file

```lean
import Mathlib

open scoped Matrix ComplexConjugate

namespace UniformBackground

noncomputable section

/-- The periodic mesh with `N` points along each of `d` axes; it also labels the wave vectors. -/
abbrev Mesh (d N : ℕ) := Fin d → ZMod N

variable {d N : ℕ} [NeZero N]

/-- The plane wave `exp (2πi k·j / N)` with wave vector `k` at the mesh point `j`. -/
def planeWave (k j : Mesh d N) : ℂ := ZMod.stdAddChar (k ⬝ᵥ j)

/-- The Fourier component of the density `ρ` at the wave vector `k`. -/
def component (ρ : Mesh d N → ℂ) (k : Mesh d N) : ℂ := ∑ j, planeWave k (-j) * ρ j

/-- The density `ρ` with its total charge compensated by a uniform background. -/
def neutralize (ρ : Mesh d N → ℂ) (j : Mesh d N) : ℂ := ρ j - (∑ i, ρ i) / (N : ℂ) ^ d

/-- Plane waves summed over all wave vectors cancel except at the origin, where they give
the number of mesh points. -/
theorem sum_planeWave (j : Mesh d N) :
    ∑ k, planeWave k j = if j = 0 then (N : ℂ) ^ d else 0 := by
  by_cases h : j = 0
  · subst h
    simp [planeWave]
  · rw [if_neg h]
    obtain ⟨a, ha⟩ := Function.ne_iff.mp h
    -- shifting every wave vector by one unit along axis `a` multiplies the sum by a phase
    have shift : planeWave (Pi.single a 1) j * ∑ k, planeWave k j = ∑ k, planeWave k j := by
      rw [Finset.mul_sum]
      refine Fintype.sum_equiv (Equiv.addLeft (Pi.single a 1 : Mesh d N)) _ _ (fun k => ?_)
      simp only [planeWave, Equiv.coe_addLeft, add_dotProduct, AddChar.map_add_eq_mul]
    -- and this phase is not one
    have phase : planeWave (Pi.single a 1) j ≠ 1 := by
      intro h1
      apply ha
      apply ZMod.injective_stdAddChar
      simpa [planeWave] using h1
    have key : (planeWave (Pi.single a 1) j - 1) * ∑ k, planeWave k j = 0 := by
      linear_combination shift
    exact (mul_eq_zero.mp key).resolve_left (sub_ne_zero.mpr phase)

/-- The conjugate plane wave summed over the mesh vanishes unless its wave vector is zero. -/
theorem sum_planeWave_neg (k : Mesh d N) :
    ∑ j, planeWave k (-j) = if k = 0 then (N : ℂ) ^ d else 0 := by
  calc ∑ j, planeWave k (-j) = ∑ j, planeWave (-j) k :=
        Finset.sum_congr rfl fun j _ => by
          unfold planeWave
          rw [dotProduct_comm]
    _ = ∑ j, planeWave j k :=
        Equiv.sum_comp (Equiv.neg (Mesh d N)) (fun j => planeWave j k)
    _ = _ := sum_planeWave k

/-- Fourier inversion: the plane waves weighted by the components of `ρ` add up to `ρ`
times the number of mesh points. -/
theorem inversion (ρ : Mesh d N → ℂ) (j : Mesh d N) :
    ∑ k, planeWave k j * component ρ k = (N : ℂ) ^ d * ρ j := by
  calc ∑ k, planeWave k j * component ρ k
      = ∑ k, ∑ i, planeWave k (j - i) * ρ i := by
        refine Finset.sum_congr rfl fun k _ => ?_
        rw [component, Finset.mul_sum]
        refine Finset.sum_congr rfl fun i _ => ?_
        simp only [planeWave, sub_eq_add_neg, dotProduct_add, AddChar.map_add_eq_mul, mul_assoc]
    _ = ∑ i, (∑ k, planeWave k (j - i)) * ρ i := by
        rw [Finset.sum_comm]
        simp only [Finset.sum_mul]
    _ = (N : ℂ) ^ d * ρ j := by
        rw [Finset.sum_eq_single j]
        · simp [sum_planeWave]
        · intro i _ hi
          rw [sum_planeWave, if_neg (sub_ne_zero.mpr hi.symm), zero_mul]
        · simp

/-- The component at zero wave vector is the total charge. -/
theorem component_zero (ρ : Mesh d N → ℂ) : component ρ 0 = ∑ j, ρ j := by
  simp [component, planeWave]

/-- The uniform background removes the component at `k = 0` and leaves all others unchanged. -/
theorem component_neutralize (ρ : Mesh d N → ℂ) (k : Mesh d N) :
    component (neutralize ρ) k = if k = 0 then 0 else component ρ k := by
  have hN : (N : ℂ) ^ d ≠ 0 := pow_ne_zero d (Nat.cast_ne_zero.mpr (NeZero.ne N))
  have h : component (neutralize ρ) k
      = component ρ k - (∑ j, planeWave k (-j)) * ((∑ i, ρ i) / (N : ℂ) ^ d) := by
    rw [Finset.sum_mul, component, component, ← Finset.sum_sub_distrib]
    refine Finset.sum_congr rfl fun j _ => ?_
    rw [neutralize, mul_sub]
  rw [h, sum_planeWave_neg]
  by_cases hk : k = 0
  · subst hk
    rw [if_pos rfl, if_pos rfl, component_zero, mul_div_cancel₀ _ hN, sub_self]
  · rw [if_neg hk, if_neg hk, zero_mul, sub_zero]

/-- Uniqueness of the uniform background: a density has no component at `k = 0` and agrees
with `ρ` at every other wave vector if and only if it is `ρ` minus its mean. -/
theorem uniform_background_unique (ρ ρ' : Mesh d N → ℂ) :
    (component ρ' 0 = 0 ∧ ∀ k, k ≠ 0 → component ρ' k = component ρ k) ↔
      ∀ j, ρ' j = ρ j - (∑ i, ρ i) / (N : ℂ) ^ d := by
  have hN : (N : ℂ) ^ d ≠ 0 := pow_ne_zero d (Nat.cast_ne_zero.mpr (NeZero.ne N))
  constructor
  · rintro ⟨h0, h⟩ j
    -- `ρ'` and `neutralize ρ` have the same components, hence agree by inversion
    have same : ∀ k, component ρ' k = component (neutralize ρ) k := by
      intro k
      rw [component_neutralize]
      by_cases hk : k = 0
      · rw [if_pos hk, hk, h0]
      · rw [if_neg hk, h k hk]
    have e : (N : ℂ) ^ d * ρ' j = (N : ℂ) ^ d * neutralize ρ j := by
      rw [← inversion, ← inversion]
      exact Finset.sum_congr rfl fun k _ => by rw [same k]
    exact mul_left_cancel₀ hN e
  · intro h
    have e : ρ' = neutralize ρ := funext h
    subst e
    exact ⟨by rw [component_neutralize, if_pos rfl],
      fun k hk => by rw [component_neutralize, if_neg hk]⟩

/-- A density has no Fourier component at any nonzero wave vector if and only if it is
uniform. -/
theorem uniform_iff (b : Mesh d N → ℂ) :
    (∀ k, k ≠ 0 → component b k = 0) ↔ ∃ c, ∀ j, b j = c := by
  constructor
  · intro h
    have z : ∀ k : Mesh d N, component (fun _ => (0 : ℂ)) k = 0 := fun k => by simp [component]
    -- the zero density is then the neutralized form of `b`
    have u := (uniform_background_unique b (fun _ => 0)).mp
      ⟨z 0, fun k hk => by rw [z k, h k hk]⟩
    exact ⟨(∑ i, b i) / (N : ℂ) ^ d, fun j => by linear_combination -(u j)⟩
  · rintro ⟨c, hc⟩ k hk
    simp only [component, hc]
    rw [← Finset.sum_mul, sum_planeWave_neg, if_neg hk, zero_mul]

/-- For every neutral density `σ`, the squared distance from `ρ` to `σ` is that from the neutralized
`ρ` to `σ` plus the squared modulus of the total charge divided by the number of mesh points. -/
theorem neutral_distance (ρ σ : Mesh d N → ℂ) (hσ : ∑ j, σ j = 0) :
    ∑ j, Complex.normSq (ρ j - σ j) =
      ∑ j, Complex.normSq (neutralize ρ j - σ j)
        + Complex.normSq (∑ j, ρ j) / (N : ℝ) ^ d := by
  have hN : (N : ℝ) ≠ 0 := Nat.cast_ne_zero.mpr (NeZero.ne N)
  obtain ⟨c, hc⟩ : ∃ c, c = (∑ i, ρ i) / (N : ℂ) ^ d := ⟨_, rfl⟩
  have hs : ∑ j, (neutralize ρ j - σ j) = 0 := by
    rw [Finset.sum_sub_distrib, hσ, ← component_zero, component_neutralize, if_pos rfl, sub_zero]
  have hcard : Fintype.card (Mesh d N) = N ^ d := by simp
  have hb : ∑ _j : Mesh d N, Complex.normSq c
      = Complex.normSq (∑ j, ρ j) / (N : ℝ) ^ d := by
    rw [Finset.sum_const, Finset.card_univ, hcard, nsmul_eq_mul, hc, Complex.normSq_div,
      map_pow, Complex.normSq_natCast, mul_pow]
    push_cast
    field_simp
  have hj : ∀ j, Complex.normSq (ρ j - σ j) = Complex.normSq (neutralize ρ j - σ j)
      + Complex.normSq c + 2 * ((neutralize ρ j - σ j) * conj c).re := by
    intro j
    have e : ρ j - σ j = (neutralize ρ j - σ j) + c := by
      rw [neutralize, hc]
      ring
    rw [e, Complex.normSq_add]
  -- the cross term vanishes because `neutralize ρ` and `σ` are both neutral
  rw [Finset.sum_congr rfl fun j _ => hj j, Finset.sum_add_distrib, Finset.sum_add_distrib,
    ← Finset.mul_sum, ← Complex.re_sum, ← Finset.sum_mul, hs, zero_mul, Complex.zero_re,
    mul_zero, add_zero, hb]

end

end UniformBackground
```

```lean
#print axioms UniformBackground.uniform_background_unique
#print axioms UniformBackground.uniform_iff
#print axioms UniformBackground.neutral_distance
```

```
'UniformBackground.uniform_background_unique' depends on axioms: [propext, Classical.choice, Quot.sound]
'UniformBackground.uniform_iff' depends on axioms: [propext, Classical.choice, Quot.sound]
'UniformBackground.neutral_distance' depends on axioms: [propext, Classical.choice, Quot.sound]
```

## What the theorems say about a mesh code

`Mesh d N` is the type of both mesh points and wave vectors. `planeWave k j` is $w_k(j)$, written with Mathlib's standard additive character on `ZMod N`; `component ρ k` is $\hat\rho(k)$, and `neutralize ρ` is $\tilde\rho$. The assumption `[NeZero N]` says $N\ge1$. The one-dimensional mesh is the case `d = 1`.

These definitions fix the conventions: a minus sign in the forward exponent and no prefactor there, so that the factor $N^d$ appears in `inversion`. The values of `ρ` are charges per mesh point. If a code stores charge per volume, the physical total charge is the sum times the volume element, while subtracting the mean works unchanged.

`uniform_background_unique` is the equivalence, for arbitrary complex `ρ` and `ρ'`. `uniform_iff` characterizes uniform densities, and `neutral_distance` is the distance identity, with `hσ` stating that `σ` is neutral.

The proofs follow the derivation:

- `sum_planeWave` performs the shift by `Pi.single a 1`, which is $e_a$. Its step `shift` reindexes the sum, `phase` uses injectivity of the character to show that the factor is not 1, and `key` is the resulting product equal to zero. `sum_planeWave_neg` exchanges the roles of $k$ and $j$.
- `inversion` exchanges the two sums with `Finset.sum_comm` and keeps the single surviving term with `Finset.sum_eq_single`.
- `component_zero` identifies $\hat\rho(0)$ with $Q$, and `component_neutralize` splits off the background and treats $k=0$ and $k\neq0$ separately.
- In `uniform_background_unique`, `same` collects the equality of all components; `inversion` and cancellation of $N^d$ then give equality at each point.
- `uniform_iff` applies that theorem to the zero density.
- In `neutral_distance`, `hj` expands the square, `hs` removes the cross term and `hb` evaluates the constant one.

The arithmetic is exact, and the components are defined by their sums, so neither rounding nor a particular FFT implementation is covered. All axes have the same number of points, whereas production meshes often differ by axis. The theorems concern values on the mesh: they do not address the error of assigning point charges to it, the continuum limit, or the finite-size corrections to the energy of a charged cell. Nor do they say that a uniform background is a good physical model of the missing counter-charge, such as ions dissolved in a solvent; they identify the one density whose $k=0$ component vanishes while all its other components are those of $\rho$.
